# For a classical spin in a weak field, the average of $P_l$ falls as the $l$-th power of the magnetisation

## Rank two: two integrations by parts

Apart from a constant, the simplest uniaxial anisotropy energy of a spin is proportional to $P_2(u)=(3u^2-1)/2$, where $u$ is the cosine of the angle between the spin and an axis. When a field aligns the spin with this axis, heating reduces both the average of $P_2$ and the magnetisation, and the question is how the two reductions are related when both are nearly complete.

Take a classical spin in a field along the axis. Its direction cosine has weight $e^{xu}$ on $[-1,1]$, with $x=\mu B/k_BT$ for moment $\mu$, field $B$ and temperature $T$. Let $m$ be the average of $u$ and $p$ that of $P_2(u)$. Since

$$P_2(u)=\frac18\,\frac{d^2}{du^2}(u^2-1)^2,$$

two integrations by parts move both derivatives onto the exponential. The boundary terms vanish, because $(u^2-1)^2$ and its first derivative $4u(u^2-1)$ are zero at $u=\pm1$. Each step gives a factor $-x$, so

$$p=\frac{x^2}{8}\,\frac{\int_{-1}^1(1-u^2)^2e^{xu}\,du}{\int_{-1}^1e^{xu}\,du}.$$

As $x\to0$ the two integrals tend to $16/15$ and $2$, so $p/x^2\to1/15$. In the same way $u=\tfrac12\frac{d}{du}(u^2-1)$ gives $m/x\to1/3$. Hence $p/m^2\to 9/15=3/5$.

## From one spin to an anisotropy coefficient

If a crystal contributes an energy $\kappa_l P_l$ of the angle between spin and crystal axis, then to first order in $\kappa_l$ the corresponding coefficient of the free energy is $\kappa_l$ times the average of $P_l(u)$, with $u$ now measured from the field direction. This identification is the step from the model to a real magnet, and it is assumed here. It leaves the anisotropy out of the Boltzmann weight and replaces the neighbouring spins by a mean field contained in $x$.

For simulations of classical spins, the result gives a reference value for the anisotropy at small magnetisation, within this single-spin, mean-field picture. The cube law of Callen and Callen, $p\approx m^3$, belongs to the opposite limit $x\to\infty$.

## The law for every rank

Write $\langle f\rangle_x$ for the average of $f(u)$ with weight $e^{xu}$, so that $m=\langle u\rangle_x$. For every $l=0,1,2,\dots$,

$$\lim_{x\to0,\;x\ne0}\frac{\langle P_l\rangle_x}{m^l}=\frac{3^l}{(2l+1)!!},$$

where $(2l+1)!!=1\cdot3\cdots(2l+1)$. Rank two gives $3/5$ and rank four gives $3/35$. Moreover, $\langle P_l\rangle_x>0$ for every $x>0$.

The Lean objects correspond to the physics as follows.

- `thermalAvg x f` is $\langle f\rangle_x$, a quotient of two integrals over $[-1,1]$.
- `legendreP l` is $P_l$ as a real polynomial, defined by the Rodrigues formula $P_l=\frac{1}{2^l\,l!}\frac{d^l}{du^l}(u^2-1)^l$. The theorems `legendreP_one` and `legendreP_two_four` confirm the usual expressions for ranks one, two and four.
- `K l x` is the integral $K_l(x)=\int_{-1}^1(1-u^2)^l e^{xu}\,du$. In magnetism the letter $K$ usually denotes an anisotropy constant, which it does not do here.
- `𝓝[≠] 0` lets $x$ approach zero from both sides without reaching it, and `𝓝[>] 0` restricts the approach to positive $x$. At $x=0$ the magnetisation vanishes and, for $l\ge1$, the ratio has no physical value.

The spin is classical, with a continuous range of directions. The formula for $\langle P_l\rangle_x$ and its sign hold at finite $x$, while the laws for the ratio are limits, with no estimate of the error at finite $x$.

## Derivation

**Integration by parts.** If a polynomial $q$ vanishes at $u=\pm1$, then

$$\int_{-1}^1q'(u)\,e^{xu}\,du=-x\int_{-1}^1q(u)\,e^{xu}\,du.$$

For $k<l$ the $k$-th derivative of $(u^2-1)^l$ still contains the factor $(u^2-1)^{l-k}$, so it vanishes at both ends. The rule therefore applies $l$ times:

$$\int_{-1}^1\frac{d^l(u^2-1)^l}{du^l}\,e^{xu}\,du=(-x)^l\int_{-1}^1(u^2-1)^l e^{xu}\,du=x^lK_l(x).$$

Dividing by $2^l\,l!$ and by $K_0(x)=\int_{-1}^1e^{xu}\,du$ gives

$$\langle P_l\rangle_x=x^l\,\frac{K_l(x)}{2^l\,l!\,K_0(x)}.$$

**Sign.** The integrand of $K_l(x)$ is positive for $-1<u<1$, so $K_l(x)>0$, and $\langle P_l\rangle_x>0$ when $x>0$.

**Zero field.** Differentiate $u(1-u^2)^{l+1}$ and replace $u^2$ by $1-(1-u^2)$:

$$\frac{d}{du}\,u(1-u^2)^{l+1}=(2l+3)(1-u^2)^{l+1}-2(l+1)(1-u^2)^l.$$

The left side integrates to zero, so $(2l+3)K_{l+1}(0)=2(l+1)K_l(0)$. With $K_0(0)=2$ this gives

$$K_l(0)=\frac{2\cdot2^l\,l!}{(2l+1)!!}.$$

**The limit.** Each $K_l$ is continuous in $x$, so $\langle P_l\rangle_x/x^l\to1/(2l+1)!!$. Rank one gives $m/x\to1/3$. For $x\ne0$ the factors $x^l$ cancel in $\langle P_l\rangle_x/m^l$, and the quotient of the two limits is $3^l/(2l+1)!!$.

## The Lean file

```lean
import Mathlib

open Polynomial Filter Topology intervalIntegral

namespace ThermalAnisotropy

noncomputable section

/-- Thermal average of a continuous function `f` of the direction cosine `u` of a classical spin,
with Boltzmann weight `exp (x u)` on `[-1, 1]`; `x` is the reduced field. -/
def thermalAvg (x : ℝ) (f : ℝ → ℝ) : ℝ :=
  (∫ u in (-1 : ℝ)..1, f u * Real.exp (x * u)) / ∫ u in (-1 : ℝ)..1, Real.exp (x * u)

/-- The Legendre polynomial of rank `l`, given by the Rodrigues formula. -/
def legendreP (l : ℕ) : ℝ[X] :=
  C (1 / (2 ^ l * (l.factorial : ℝ))) * derivative^[l] ((X ^ 2 - 1) ^ l)

/-- The integral of `(1 - u²)^l exp (x u)` over `[-1, 1]`. -/
def K (l : ℕ) (x : ℝ) : ℝ := ∫ u in (-1 : ℝ)..1, (1 - u ^ 2) ^ l * Real.exp (x * u)

/-- The Legendre polynomial of rank one is the direction cosine itself. -/
theorem legendreP_one (u : ℝ) : (legendreP 1).eval u = u := by
  have h : ∀ q : ℝ[X], derivative^[1] q = derivative q := fun _ => rfl
  rw [legendreP, h]
  simp
  ring

/-- The Legendre polynomials of ranks two and four in explicit form. -/
theorem legendreP_two_four (u : ℝ) :
    (legendreP 2).eval u = (3 * u ^ 2 - 1) / 2 ∧
      (legendreP 4).eval u = (35 * u ^ 4 - 30 * u ^ 2 + 3) / 8 := by
  have h2 : ∀ q : ℝ[X], derivative^[2] q = derivative (derivative q) := fun _ => rfl
  have h4 : ∀ q : ℝ[X], derivative^[4] q =
      derivative (derivative (derivative (derivative q))) := fun _ => rfl
  have e2 : (X ^ 2 - 1 : ℝ[X]) ^ 2 = X ^ 4 - 2 * X ^ 2 + 1 := by ring
  have e4 : (X ^ 2 - 1 : ℝ[X]) ^ 4 = X ^ 8 - 4 * X ^ 6 + 6 * X ^ 4 - 4 * X ^ 2 + 1 := by ring
  constructor
  · rw [legendreP, h2, e2]
    simp [Nat.factorial]
    ring
  · rw [legendreP, h4, e4]
    simp [Nat.factorial]
    ring

/-- Integration by parts against the Boltzmann weight, for a polynomial that vanishes at both
poles `u = 1` and `u = -1`. -/
theorem integral_derivative (q : ℝ[X]) (x : ℝ) (h1 : q.eval 1 = 0) (h2 : q.eval (-1) = 0) :
    ∫ u in (-1 : ℝ)..1, (derivative q).eval u * Real.exp (x * u) =
      -x * ∫ u in (-1 : ℝ)..1, q.eval u * Real.exp (x * u) := by
  have hE : Continuous fun u : ℝ => Real.exp (x * u) := by fun_prop
  have c1 : Continuous fun u : ℝ => (derivative q).eval u * Real.exp (x * u) :=
    (derivative q).continuous.mul hE
  have c2 : Continuous fun u : ℝ => x * (q.eval u * Real.exp (x * u)) :=
    continuous_const.mul (q.continuous.mul hE)
  have h : ∫ u in (-1 : ℝ)..1, ((derivative q).eval u * Real.exp (x * u) +
      x * (q.eval u * Real.exp (x * u))) =
      q.eval 1 * Real.exp (x * 1) - q.eval (-1) * Real.exp (x * (-1)) := by
    refine integral_eq_sub_of_hasDerivAt (f := fun u => q.eval u * Real.exp (x * u))
      (fun u _ => ?_) ((c1.add c2).intervalIntegrable _ _)
    exact ((q.hasDerivAt u).fun_mul ((hasDerivAt_id' u).const_mul x).exp).congr_deriv (by ring)
  rw [intervalIntegral.integral_add (c1.intervalIntegrable _ _) (c2.intervalIntegrable _ _),
    intervalIntegral.integral_const_mul, h1, h2] at h
  linarith

/-- The thermal average of the rank-`l` Legendre polynomial carries an explicit factor `x^l`. -/
theorem thermalAvg_legendreP (l : ℕ) (x : ℝ) :
    thermalAvg x (fun u => (legendreP l).eval u) =
      x ^ l * (K l x / K 0 x / (2 ^ l * (l.factorial : ℝ))) := by
  -- each of the `l` integrations by parts yields a factor `-x`
  have key : ∀ k ≤ l,
      ∫ u in (-1 : ℝ)..1, (derivative^[k] ((X ^ 2 - 1 : ℝ[X]) ^ l)).eval u * Real.exp (x * u) =
      (-x) ^ k * ∫ u in (-1 : ℝ)..1, ((X ^ 2 - 1 : ℝ[X]) ^ l).eval u * Real.exp (x * u) := by
    intro k
    induction k with
    | zero => intro _; simp
    | succ k ih =>
      intro hk
      have hv : ∀ a : ℝ, a ^ 2 = 1 →
          (derivative^[k] ((X ^ 2 - 1 : ℝ[X]) ^ l)).eval a = 0 := by
        intro a ha
        obtain ⟨r, hr⟩ := pow_sub_dvd_iterate_derivative_pow (X ^ 2 - 1 : ℝ[X]) l k
        have hlk : l - k ≠ 0 := by omega
        rw [hr, eval_mul, eval_pow, eval_sub, eval_pow, eval_X, eval_one, ha, sub_self,
          zero_pow hlk, zero_mul]
      rw [Function.iterate_succ_apply',
        integral_derivative _ x (hv 1 (by norm_num)) (hv (-1) (by norm_num)), ih (by omega)]
      ring
  have hs : ∫ u in (-1 : ℝ)..1, ((X ^ 2 - 1 : ℝ[X]) ^ l).eval u * Real.exp (x * u) =
      (-1) ^ l * K l x := by
    rw [K, ← intervalIntegral.integral_const_mul]
    congr 1
    funext u
    have hu : u ^ 2 - 1 = (-1) * (1 - u ^ 2) := by ring
    rw [eval_pow, eval_sub, eval_pow, eval_X, eval_one, hu, mul_pow, mul_assoc]
  have hx : (-x) ^ l * (-1) ^ l = x ^ l := by
    rw [← mul_pow]
    simp
  have hZ : ∫ u in (-1 : ℝ)..1, Real.exp (x * u) = K 0 x := by
    simp only [K, pow_zero, one_mul]
  simp only [thermalAvg, legendreP, eval_mul, eval_C, mul_assoc]
  rw [intervalIntegral.integral_const_mul, key l le_rfl, hs, hZ, ← mul_assoc ((-x) ^ l), hx]
  ring

/-- The integral `K l x` is positive for every rank and every field. -/
theorem K_pos (l : ℕ) (x : ℝ) : 0 < K l x := by
  refine intervalIntegral_pos_of_pos_on
    (Continuous.intervalIntegrable (by fun_prop) _ _) (fun u hu => ?_) (by norm_num)
  have h : 0 < 1 - u ^ 2 := by nlinarith [hu.1, hu.2]
  positivity

/-- In a positive field the thermal average of every Legendre polynomial is positive. -/
theorem thermalAvg_legendreP_pos (l : ℕ) {x : ℝ} (hx : 0 < x) :
    0 < thermalAvg x (fun u => (legendreP l).eval u) := by
  rw [thermalAvg_legendreP]
  have h1 := K_pos l x
  have h0 := K_pos 0 x
  positivity

/-- The zero-field value of `K l`, which is `2 · 2^l l! / (2l+1)!!`. -/
theorem K_zero_field (l : ℕ) :
    K l 0 * (Nat.doubleFactorial (2 * l + 1) : ℝ) = 2 * (2 ^ l * (l.factorial : ℝ)) := by
  have hK : ∀ k, K k 0 = ∫ u in (-1 : ℝ)..1, (1 - u ^ 2) ^ k := fun k => by
    simp only [K, zero_mul, Real.exp_zero, mul_one]
  induction l with
  | zero => rw [hK]; norm_num [Nat.doubleFactorial]
  | succ l ih =>
    -- integrate the derivative of `u (1 - u²)^(l+1)`, which vanishes at both ends
    have h : ∫ u in (-1 : ℝ)..1, ((2 * (l : ℝ) + 3) * (1 - u ^ 2) ^ (l + 1) -
        (2 * ((l : ℝ) + 1)) * (1 - u ^ 2) ^ l) =
        1 * (1 - 1 ^ 2) ^ (l + 1) - (-1) * (1 - (-1) ^ 2) ^ (l + 1) := by
      refine integral_eq_sub_of_hasDerivAt (f := fun u : ℝ => u * (1 - u ^ 2) ^ (l + 1))
        (fun u _ => ?_) (Continuous.intervalIntegrable (by fun_prop) _ _)
      have h1 : HasDerivAt (fun u : ℝ => 1 - u ^ 2) (-(2 * u)) u := by
        simpa using (hasDerivAt_pow 2 u).const_sub 1
      refine ((hasDerivAt_id' u).fun_mul (h1.fun_pow (l + 1))).congr_deriv ?_
      rw [Nat.add_sub_cancel]
      push_cast
      ring
    rw [intervalIntegral.integral_sub (Continuous.intervalIntegrable (by fun_prop) _ _)
      (Continuous.intervalIntegrable (by fun_prop) _ _), intervalIntegral.integral_const_mul,
      intervalIntegral.integral_const_mul, ← hK, ← hK] at h
    norm_num at h
    have hd : Nat.doubleFactorial (2 * (l + 1) + 1) =
        (2 * l + 3) * Nat.doubleFactorial (2 * l + 1) := Nat.doubleFactorial_add_two (2 * l + 1)
    rw [hd, Nat.factorial_succ]
    push_cast
    linear_combination (Nat.doubleFactorial (2 * l + 1) : ℝ) * h + 2 * ((l : ℝ) + 1) * ih

/-- High-temperature law for any rank: as the reduced field `x` tends to zero through nonzero
values, the average of `P_l` divided by the `l`-th power of the magnetisation tends to
`3^l / (2l+1)!!`. -/
theorem high_temperature_law (l : ℕ) :
    Tendsto (fun x => thermalAvg x (fun u => (legendreP l).eval u) /
      thermalAvg x (fun u => u) ^ l) (𝓝[≠] 0)
      (𝓝 (3 ^ l / (Nat.doubleFactorial (2 * l + 1) : ℝ))) := by
  have hc : ∀ k, Continuous (K k) := fun k =>
    continuous_parametric_intervalIntegral_of_continuous'
      (f := fun x u : ℝ => (1 - u ^ 2) ^ k * Real.exp (x * u)) (by fun_prop) (-1) 1
  have h0 : K 0 0 = 2 := by
    have h := K_zero_field 0
    norm_num [Nat.doubleFactorial] at h
    exact h
  -- the average of `P_k` divided by `x^k` has a finite zero-field limit
  have hg : ∀ k : ℕ, Tendsto (fun x => K k x / K 0 x / (2 ^ k * (k.factorial : ℝ))) (𝓝 0)
      (𝓝 (1 / (Nat.doubleFactorial (2 * k + 1) : ℝ))) := by
    intro k
    have hD : (0 : ℝ) < (Nat.doubleFactorial (2 * k + 1) : ℝ) := by
      exact_mod_cast Nat.doubleFactorial_pos _
    have e : K k 0 / K 0 0 / (2 ^ k * (k.factorial : ℝ)) =
        1 / (Nat.doubleFactorial (2 * k + 1) : ℝ) := by
      rw [h0, div_div, div_eq_div_iff (by positivity) hD.ne']
      linarith [K_zero_field k]
    rw [← e]
    exact (((hc k).div (hc 0) (fun x => (K_pos 0 x).ne')).div_const _).tendsto 0
  have h3 : (Nat.doubleFactorial (2 * 1 + 1) : ℝ) = 3 := by norm_num [Nat.doubleFactorial]
  have hlim := (hg l).div ((hg 1).pow l) (by rw [h3]; positivity)
  have e : 1 / (Nat.doubleFactorial (2 * l + 1) : ℝ) /
      (1 / (Nat.doubleFactorial (2 * 1 + 1) : ℝ)) ^ l =
      3 ^ l / (Nat.doubleFactorial (2 * l + 1) : ℝ) := by
    rw [h3, div_pow, one_pow, div_div_eq_mul_div]
    ring
  rw [e] at hlim
  refine (hlim.mono_left nhdsWithin_le_nhds).congr' ?_
  filter_upwards [self_mem_nhdsWithin] with x hx
  have hm := thermalAvg_legendreP 1 x
  simp only [legendreP_one] at hm
  -- the powers of the field cancel
  rw [thermalAvg_legendreP l x, hm, pow_one x, mul_pow, mul_div_mul_left _ _ (pow_ne_zero l hx)]
  rfl

/-- Rank two: as `x` decreases to zero, the average of `(3u² - 1)/2` divided by the square of the
magnetisation tends to `3/5`. -/
theorem rank_two_law :
    Tendsto (fun x => thermalAvg x (fun u => (3 * u ^ 2 - 1) / 2) /
      thermalAvg x (fun u => u) ^ 2) (𝓝[>] 0) (𝓝 (3 / 5)) := by
  have h := high_temperature_law 2
  simp only [fun u => (legendreP_two_four u).1] at h
  have e : (3 : ℝ) ^ 2 / (Nat.doubleFactorial (2 * 2 + 1) : ℝ) = 3 / 5 := by
    norm_num [Nat.doubleFactorial]
  rw [e] at h
  exact h.mono_left (nhdsWithin_mono _ fun x hx => ne_of_gt hx)

/-- Rank four: as `x` decreases to zero, the average of `(35u⁴ - 30u² + 3)/8` divided by the
fourth power of the magnetisation tends to `3/35`. -/
theorem rank_four_law :
    Tendsto (fun x => thermalAvg x (fun u => (35 * u ^ 4 - 30 * u ^ 2 + 3) / 8) /
      thermalAvg x (fun u => u) ^ 4) (𝓝[>] 0) (𝓝 (3 / 35)) := by
  have h := high_temperature_law 4
  simp only [fun u => (legendreP_two_four u).2] at h
  have e : (3 : ℝ) ^ 4 / (Nat.doubleFactorial (2 * 4 + 1) : ℝ) = 3 / 35 := by
    norm_num [Nat.doubleFactorial]
  rw [e] at h
  exact h.mono_left (nhdsWithin_mono _ fun x hx => ne_of_gt hx)

end

end ThermalAnisotropy
```

```lean
#print axioms ThermalAnisotropy.thermalAvg_legendreP_pos
#print axioms ThermalAnisotropy.high_temperature_law
#print axioms ThermalAnisotropy.rank_two_law
#print axioms ThermalAnisotropy.rank_four_law
```

```
'ThermalAnisotropy.thermalAvg_legendreP_pos' depends on axioms: [propext, Classical.choice, Quot.sound]
'ThermalAnisotropy.high_temperature_law' depends on axioms: [propext, Classical.choice, Quot.sound]
'ThermalAnisotropy.rank_two_law' depends on axioms: [propext, Classical.choice, Quot.sound]
'ThermalAnisotropy.rank_four_law' depends on axioms: [propext, Classical.choice, Quot.sound]
```

## The proof in Lean

`integral_derivative` is the single integration by parts. It applies the fundamental theorem of calculus, `integral_eq_sub_of_hasDerivAt`, to $q(u)e^{xu}$. The hypotheses `h1` and `h2` remove the boundary values, and `linarith` solves for the wanted integral.

`thermalAvg_legendreP` repeats this step. Its inner claim `key` is an induction on the number $k$ of derivatives, for $k\le l$. The divisibility lemma `pow_sub_dvd_iterate_derivative_pow` supplies the factor $(u^2-1)^{l-k}$, from which `hv` concludes that the derivative vanishes at both ends. Then `hs` turns $(u^2-1)^l$ into $(-1)^l(1-u^2)^l$, and `hx` combines the signs into $x^l$.

`K_pos` proves positivity of the integral from positivity of the integrand on the open interval. `thermalAvg_legendreP_pos` combines it with the formula for the average.

`K_zero_field` is the zero-field value, stated as a product to avoid a division. In the induction step, `h` is the integrated derivative of $u(1-u^2)^{l+1}$, and `linear_combination` joins the resulting recursion to the induction hypothesis.

`high_temperature_law` assembles the limit. Continuity of $K_k$ in the field is `hc`, and `hg` gives the limit of $\langle P_k\rangle_x/x^k$ in its form without powers of $x$. Dividing the limit for rank $l$ by the $l$-th power of that for rank one produces `hlim`. The last lines show that this quotient agrees with $\langle P_l\rangle_x/m^l$ at every $x\ne0$, where `mul_div_mul_left` cancels $x^l$.

`rank_two_law` and `rank_four_law` insert the explicit polynomials, evaluate the double factorials and restrict the limit to positive $x$.

## Rank four against rank two

The same cancellation compares two anisotropy averages without the magnetisation. Both $\langle P_4\rangle_x$ and $\langle P_2\rangle_x^2$ carry the factor $x^4$, so

$$\frac{\langle P_4\rangle_x}{\langle P_2\rangle_x^2}\;\to\;\frac{1/945}{(1/15)^2}=\frac{5}{21}\qquad(x\to0,\;x\neq0).$$

This ratio is worked out in the text alone and has no theorem in the file.
